# Without Coulomb terms between sites, a chain's field-induced dipole grows as N³ under charge equilibration and as N with split charges

Take N identical sites at x_i = ia, i = 1, …, N, in a uniform field F along the chain. If charge may settle on the sites at a cost ηq_i²/2 each, subject only to total neutrality, the induced dipole is

μ_site = F a² N(N² − 1) / (12η).

If charge is instead transferred across bonds at a cost κp_b²/2 each, the dipole is

μ_bond = F(N − 1)a² / κ.

Here q_i is the charge on site i and p_b the charge moved across bond b. The site hardness η > 0 measures how strongly an atom resists being charged, and the bond hardness κ > 0 how strongly a bond resists charge transfer.

A long insulating chain in a weak field should have a dipole proportional to its length. The second model has this property; the first overshoots it by a factor that grows as N². This bears on fluctuating-charge force fields for long molecules, in a model that keeps only the hardness and field terms. Full charge equilibration also has Coulomb interactions between sites, and many split-charge models combine both hardnesses. Equal electronegativities drop out by neutrality.

```lean
import Mathlib

open Finset Filter Topology

namespace ChainPolarization

noncomputable section
```

## Sites, dipole and the two energies

Lean counts the sites from 0, so a chain of N = n + 1 sites has i = 0, …, n, and from here on

x_i = a(i + 1).

```lean
/-- Position of a site in a chain of `n + 1` sites with spacing `a`; the first site is at `a`. -/
def site {n : ℕ} (a : ℝ) (i : Fin (n + 1)) : ℝ := a * ((i : ℝ) + 1)
```

The dipole is μ = Σ x_i q_i. For neutral charges it does not depend on the origin.

```lean
/-- Dipole moment of the site charges `q` along the chain. -/
def dipole {n : ℕ} (a : ℝ) (q : Fin (n + 1) → ℝ) : ℝ := ∑ i, site a i * q i
```

The charge-equilibration energy is

E(q) = Σ ηq_i²/2 − Fμ.

With this convention η is the full second derivative of a site's energy with respect to its charge; some texts define hardness as half of that.

```lean
/-- Charge-equilibration energy: site hardness `η` and coupling of the dipole to the field `F`. -/
def qeqEnergy {n : ℕ} (η F a : ℝ) (q : Fin (n + 1) → ℝ) : ℝ :=
  ∑ i, η * q i ^ 2 / 2 - F * dipole a q
```

A minimizer is a neutral set of real charges whose energy is no higher than that of any other neutral set.

```lean
/-- The charges `q` are neutral in total and have the least charge-equilibration energy
among all neutral charges. -/
def IsQeqMinimizer {n : ℕ} (η F a : ℝ) (q : Fin (n + 1) → ℝ) : Prop :=
  ∑ i, q i = 0 ∧ ∀ r : Fin (n + 1) → ℝ, ∑ i, r i = 0 → qeqEnergy η F a q ≤ qeqEnergy η F a r
```

Bond b, with b = 0, …, n − 1, joins sites b and b + 1. A positive p_b takes charge from the left site and puts it on the right one: it contributes −p_b to site b and +p_b to site b + 1. In Lean these sites are `b.castSucc` and `b.succ`.

```lean
/-- Site charges made by bond charges: bond `b` moves the charge `p b` from its left site
to its right site. -/
def siteCharge {n : ℕ} (p : Fin n → ℝ) (i : Fin (n + 1)) : ℝ :=
  ∑ b, p b * ((if i = b.succ then 1 else 0) - (if i = b.castSucc then 1 else 0))
```

The split-charge energy couples the field to the dipole of the resulting site charges,

E(p) = Σ κp_b²/2 − Fμ,

so the form −FaΣp_b has to be derived.

```lean
/-- Split-charge energy: bond hardness `κ` and coupling of the dipole to the field `F`. -/
def splitEnergy {n : ℕ} (κ F a : ℝ) (p : Fin n → ℝ) : ℝ :=
  ∑ b, κ * p b ^ 2 / 2 - F * dipole a (siteCharge p)
```

The bond charges are minimized without a constraint.

```lean
/-- The bond charges `p` have the least split-charge energy among all bond charges. -/
def IsSplitMinimizer {n : ℕ} (κ F a : ℝ) (p : Fin n → ℝ) : Prop :=
  ∀ r : Fin n → ℝ, splitEnergy κ F a p ≤ splitEnergy κ F a r
```

## Charge equilibration: a linear charge profile

With a Lagrange multiplier λ for neutrality, stationarity reads ηq_i − Fx_i = λ. Summing over the sites gives λ = −Fa(n/2 + 1), which is −F times the mean position. The candidate is therefore

q*_i = Fa(i − n/2)/η.

```lean
/-- Site charges proportional to the signed displacement from the chain centre, for hardness
`η ≠ 0`. -/
def qeqCharge (η F a : ℝ) (n : ℕ) (i : Fin (n + 1)) : ℝ := F * a * ((i : ℝ) - n / 2) / η
```

Two sums over i = 0, …, n are needed:

Σ(i − n/2) = n(n + 1)/2 − n(n + 1)/2 = 0,

Σ(i + 1)(i − n/2) = n(n + 1)(n + 2)/3 − n(n + 1)(n + 2)/4 = n(n + 1)(n + 2)/12.

The code proves both by induction, for a general offset and number of terms, and then specializes.

```lean
/-- Site numbers measured from the chain centre sum to zero, and their first moment
is `n (n + 1) (n + 2) / 12`. -/
theorem sum_ladder (n : ℕ) :
    ∑ i : Fin (n + 1), ((i : ℝ) - n / 2) = 0 ∧
    ∑ i : Fin (n + 1), ((i : ℝ) + 1) * ((i : ℝ) - n / 2) = n * (n + 1) * (n + 2) / 12 := by
  have h1 : ∀ (c : ℝ) (m : ℕ),
      ∑ i ∈ range m, ((i : ℝ) - c) = m * (m - 1) / 2 - m * c := by
    intro c m
    induction m with
    | zero => simp
    | succ m ih => rw [sum_range_succ, ih]; push_cast; ring
  have h2 : ∀ (c : ℝ) (m : ℕ), ∑ i ∈ range m, ((i : ℝ) + 1) * ((i : ℝ) - c)
      = (m - 1) * m * (m + 1) / 3 - c * (m * (m + 1) / 2) := by
    intro c m
    induction m with
    | zero => simp
    | succ m ih => rw [sum_range_succ, ih]; push_cast; ring
  constructor
  · rw [Fin.sum_univ_eq_sum_range (fun i : ℕ => (i : ℝ) - n / 2) (n + 1), h1]
    push_cast; ring
  · rw [Fin.sum_univ_eq_sum_range (fun i : ℕ => ((i : ℝ) + 1) * ((i : ℝ) - n / 2)) (n + 1), h2]
    push_cast; ring
```

Uniqueness in both models rests on one remark. If (k/2)Σ(u_i − v_i)² ≤ 0 with k > 0, every square vanishes and u = v.

```lean
/-- Two sets of charges coincide if the harmonic energy of their difference, with
hardness `k > 0`, is not positive. -/
theorem eq_of_harmonic_nonpos {m : ℕ} {k : ℝ} (hk : 0 < k) (u v : Fin m → ℝ)
    (h : k / 2 * ∑ i, (u i - v i) ^ 2 ≤ 0) : u = v := by
  have hS : ∑ i, (u i - v i) ^ 2 ≤ 0 := by
    by_contra hc
    have := mul_pos (half_pos hk) (not_le.mp hc)
    linarith
  funext i
  have hi := single_le_sum (f := fun j => (u j - v j) ^ 2)
    (fun j _ => sq_nonneg (u j - v j)) (mem_univ i)
  have h0 : (u i - v i) ^ 2 = 0 := le_antisymm (le_trans hi hS) (sq_nonneg _)
  exact sub_eq_zero.mp ((pow_eq_zero_iff two_ne_zero).mp h0)
```

The first sum shows that q* is neutral.

```lean
/-- The charges proportional to the signed displacement from the chain centre are neutral in total.
-/
theorem qeqCharge_neutral (η F a : ℝ) (n : ℕ) : ∑ i, qeqCharge η F a n i = 0 := by
  have h : ∑ i, qeqCharge η F a n i = F * a / η * ∑ i : Fin (n + 1), ((i : ℝ) - n / 2) := by
    rw [mul_sum]
    exact sum_congr rfl fun i _ => by unfold qeqCharge; ring
  rw [h, (sum_ladder n).1, mul_zero]
```

Now write q_i = q*_i + d_i. The terms linear in d_i are

ηq*_i d_i − Fa(i + 1)d_i = −Fa(n/2 + 1)d_i.

The coefficient is the same on every site, and Σd_i = 0 because q and q* are both neutral. Hence

E(q) = E(q*) + (η/2)Σd_i².

In the code, `key` is this identity on one site; summing it and inserting neutrality removes the linear term.

```lean
/-- For nonzero hardness, the energy of neutral charges is that of the linear charge profile
plus the harmonic energy of the deviation from it. -/
theorem qeqEnergy_eq {n : ℕ} {η : ℝ} (hη : η ≠ 0) (F a : ℝ) (q : Fin (n + 1) → ℝ)
    (hq : ∑ i, q i = 0) :
    qeqEnergy η F a q = qeqEnergy η F a (qeqCharge η F a n)
      + η / 2 * ∑ i, (q i - qeqCharge η F a n i) ^ 2 := by
  -- the remainder is the same multiple of the charge deviation on every site
  have key : ∀ i, η * q i ^ 2 / 2 - F * (site a i * q i)
      = η * qeqCharge η F a n i ^ 2 / 2 - F * (site a i * qeqCharge η F a n i)
        + η / 2 * (q i - qeqCharge η F a n i) ^ 2
        - F * a * (n / 2 + 1) * (q i - qeqCharge η F a n i) := by
    intro i
    have hs : η * qeqCharge η F a n i = F * a * ((i : ℝ) - n / 2) := by
      unfold qeqCharge
      exact mul_div_cancel₀ _ hη
    simp only [site]
    linear_combination (q i - qeqCharge η F a n i) * hs
  have hsum := Fintype.sum_congr _ _ key
  simp only [sum_add_distrib, sum_sub_distrib, ← mul_sum] at hsum
  rw [hq, qeqCharge_neutral] at hsum
  unfold qeqEnergy dipole
  linarith
```

The deviation energy is never negative, so q* is a minimizer. Any other minimizer would have deviation energy at most zero, and so equals q*. The equivalence below thus gives both existence and uniqueness.

```lean
/-- For positive hardness, charge equilibration has exactly one neutral minimizer, the charge
profile proportional to the signed displacement from the chain centre. -/
theorem isQeqMinimizer_iff {n : ℕ} {η : ℝ} (hη : 0 < η) (F a : ℝ) (q : Fin (n + 1) → ℝ) :
    IsQeqMinimizer η F a q ↔ q = qeqCharge η F a n := by
  constructor
  · rintro ⟨hq, hmin⟩
    have h1 := hmin _ (qeqCharge_neutral η F a n)
    have h2 := qeqEnergy_eq hη.ne' F a q hq
    exact eq_of_harmonic_nonpos hη _ _ (by linarith)
  · rintro rfl
    refine ⟨qeqCharge_neutral η F a n, fun r hr => ?_⟩
    rw [qeqEnergy_eq hη.ne' F a r hr]
    have : 0 ≤ η / 2 * ∑ i, (r i - qeqCharge η F a n i) ^ 2 :=
      mul_nonneg (half_pos hη).le (sum_nonneg fun i _ => sq_nonneg _)
    linarith
```

## Split charges: the same transfer on every bond

Each bond adds −p_b + p_b = 0 to the total charge, and to the dipole it adds

a(b + 2)p_b − a(b + 1)p_b = ap_b.

So the site charges are neutral and μ = aΣp_b. The code exchanges the sums over sites and bonds to isolate these contributions.

```lean
/-- Bond charges always give neutral site charges, and their dipole is the spacing times
the sum of the bond charges. -/
theorem siteCharge_neutral_and_dipole {n : ℕ} (a : ℝ) (p : Fin n → ℝ) :
    ∑ i, siteCharge p i = 0 ∧ dipole a (siteCharge p) = a * ∑ b, p b := by
  constructor
  · unfold siteCharge
    rw [sum_comm]
    refine sum_eq_zero fun b _ => ?_
    simp only [mul_sub, sum_sub_distrib, mul_ite, mul_one, mul_zero, sum_ite_eq', mem_univ,
      if_true, sub_self]
  · unfold dipole siteCharge
    simp_rw [mul_sum]
    rw [sum_comm]
    refine sum_congr rfl fun b _ => ?_
    simp only [mul_sub, sum_sub_distrib, mul_ite, mul_one, mul_zero, sum_ite_eq', mem_univ,
      if_true]
    have h1 : ((b.succ : Fin (n + 1)) : ℕ) = (b : ℕ) + 1 := rfl
    have h2 : ((b.castSucc : Fin (n + 1)) : ℕ) = (b : ℕ) := rfl
    unfold site
    rw [h1, h2]
    push_cast
    ring
```

The energy now separates into bonds, and each square can be completed:

κp_b²/2 − Fap_b = −(Fa)²/(2κ) + (κ/2)(p_b − Fa/κ)².

The unique minimum has p_b = Fa/κ on every bond. Transfers cancel on interior sites, so a chain with at least one bond carries charge only at its ends.

```lean
/-- For positive bond hardness, the split-charge energy has exactly one minimizer, with the
charge `F a / κ` on every bond. -/
theorem isSplitMinimizer_iff {n : ℕ} {κ : ℝ} (hκ : 0 < κ) (F a : ℝ) (p : Fin n → ℝ) :
    IsSplitMinimizer κ F a p ↔ p = fun _ => F * a / κ := by
  -- complete the square on each bond
  have hE : ∀ r : Fin n → ℝ, splitEnergy κ F a r
      = splitEnergy κ F a (fun _ : Fin n => F * a / κ)
        + κ / 2 * ∑ b, (r b - F * a / κ) ^ 2 := by
    intro r
    have hs : κ * (F * a / κ) = F * a := mul_div_cancel₀ _ hκ.ne'
    unfold splitEnergy
    rw [(siteCharge_neutral_and_dipole a r).2, (siteCharge_neutral_and_dipole a _).2]
    simp only [mul_sum, ← sum_sub_distrib, ← sum_add_distrib]
    refine sum_congr rfl fun b _ => ?_
    linear_combination (r b - F * a / κ) * hs
  constructor
  · intro hmin
    have h1 := hmin (fun _ => F * a / κ)
    have h2 := hE p
    exact eq_of_harmonic_nonpos hκ _ _ (by linarith)
  · rintro rfl r
    rw [hE r]
    have : 0 ≤ κ / 2 * ∑ b, (r b - F * a / κ) ^ 2 :=
      mul_nonneg (half_pos hκ).le (sum_nonneg fun b _ => sq_nonneg _)
    linarith
```

## The dipoles at finite length

Inserting q* and the second sum gives

μ_site = (Fa²/η) · n(n + 1)(n + 2)/12 = Fa² N(N² − 1)/(12η),

since n(n + 2) = N² − 1. Adding n equal bond charges gives μ_bond = Fna²/κ.

The theorem says that, for positive η and κ and any real F and a, every minimizer `q` and every minimizer `p` have these dipoles. A single site, n = 0, is included, and both dipoles are then zero.

```lean
/-- In a chain of `N = n + 1` sites with positive hardnesses, the charge-equilibration dipole is
`F a² N (N² - 1) / (12 η)` and the split-charge dipole is `F (N - 1) a² / κ`. -/
theorem chain_dipoles {n : ℕ} {η κ F a : ℝ} (hη : 0 < η) (hκ : 0 < κ)
    {q : Fin (n + 1) → ℝ} {p : Fin n → ℝ}
    (hq : IsQeqMinimizer η F a q) (hp : IsSplitMinimizer κ F a p) :
    dipole a q = F * a ^ 2 * ((n + 1) * (((n : ℝ) + 1) ^ 2 - 1)) / (12 * η) ∧
    dipole a (siteCharge p) = F * n * a ^ 2 / κ := by
  constructor
  · rw [(isQeqMinimizer_iff hη F a q).mp hq]
    have h : dipole a (qeqCharge η F a n)
        = F * a ^ 2 / η * ∑ i : Fin (n + 1), ((i : ℝ) + 1) * ((i : ℝ) - n / 2) := by
      unfold dipole
      rw [mul_sum]
      exact sum_congr rfl fun i _ => by unfold site qeqCharge; ring
    rw [h, (sum_ladder n).2]
    field_simp
    ring
  · rw [(siteCharge_neutral_and_dipole a p).2, (isSplitMinimizer_iff hκ F a p).mp hp]
    simp only [sum_const, card_univ, Fintype.card_fin, nsmul_eq_mul]
    ring
```

For four sites with a = F = η = κ = 1 in consistent units, the equilibrated charges are −3/2, −1/2, 1/2, 3/2, and

μ_site = −3/2 − 1 + 3/2 + 6 = 5 = 4 · 15/12.

The three bond charges equal 1, the site charges are −1, 0, 0, 1, and μ_bond = 4 − 1 = 3. With eight sites the formulas give 42 and 7.

## The long-chain limits

Dividing by the appropriate power of N leaves

μ_site/N³ = (Fa²/(12η))(1 − 1/N²) → Fa²/(12η),

μ_bond/N = (Fa²/κ)(1 − 1/N) → Fa²/κ.

The theorem takes one minimizer of each kind for every n, with η, κ, F and a held fixed. For Fa ≠ 0 both limits are nonzero, so the growth is cubic in one model and linear in the other. That a real insulating chain has a bond hardness independent of its length is a physical assumption, which the hypotheses do not supply.

```lean
/-- For positive hardnesses and growing site number `N = n + 1`, the charge-equilibration dipole
over `N³` tends to `F a² / (12 η)`, and the split-charge dipole over `N` tends to `F a² / κ`. -/
theorem long_chain_scaling {η κ F a : ℝ} (hη : 0 < η) (hκ : 0 < κ)
    (q : ∀ n : ℕ, Fin (n + 1) → ℝ) (p : ∀ n : ℕ, Fin n → ℝ)
    (hq : ∀ n, IsQeqMinimizer η F a (q n)) (hp : ∀ n, IsSplitMinimizer κ F a (p n)) :
    Tendsto (fun n : ℕ => dipole a (q n) / ((n : ℝ) + 1) ^ 3) atTop
      (𝓝 (F * a ^ 2 / (12 * η))) ∧
    Tendsto (fun n : ℕ => dipole a (siteCharge (p n)) / ((n : ℝ) + 1)) atTop
      (𝓝 (F * a ^ 2 / κ)) := by
  have h0 : Tendsto (fun n : ℕ => 1 / ((n : ℝ) + 1)) atTop (𝓝 0) :=
    tendsto_one_div_add_atTop_nhds_zero_nat
  constructor
  · have h := ((h0.pow 2).const_sub 1).const_mul (F * a ^ 2 / (12 * η))
    rw [show F * a ^ 2 / (12 * η) * (1 - (0 : ℝ) ^ 2) = F * a ^ 2 / (12 * η) by ring] at h
    refine h.congr fun n => ?_
    have hn : (n : ℝ) + 1 ≠ 0 := by positivity
    rw [(chain_dipoles hη hκ (hq n) (hp n)).1]
    field_simp
  · have h := (h0.const_sub 1).const_mul (F * a ^ 2 / κ)
    rw [show F * a ^ 2 / κ * (1 - (0 : ℝ)) = F * a ^ 2 / κ by ring] at h
    refine h.congr fun n => ?_
    have hn : (n : ℝ) + 1 ≠ 0 := by positivity
    rw [(chain_dipoles hη hκ (hq n) (hp n)).2]
    field_simp
    ring

end

end ChainPolarization
```

```lean
#print axioms ChainPolarization.chain_dipoles
#print axioms ChainPolarization.long_chain_scaling
```

```
'ChainPolarization.chain_dipoles' depends on axioms: [propext, Classical.choice, Quot.sound]
'ChainPolarization.long_chain_scaling' depends on axioms: [propext, Classical.choice, Quot.sound]
```
